# A Hermitian three-state chain whose Bloch effective Hamiltonian is non-Hermitian, with exact eigenvalues ±√2

## My 2×2 effective Hamiltonian came out asymmetric

I have one electron on three sites in a row, with unit coupling between neighbours and zero site energies:

\[
H=\begin{pmatrix}0&1&0\\1&0&1\\0&1&0\end{pmatrix}.
\]

I wanted a two-state description, so I kept the first two sites as the model space and folded in the third through the Bloch equation. The amplitudes \(X=(1,0)\) seem to solve it, but the effective Hamiltonian is then \(\begin{pmatrix}0&1\\2&0\end{pmatrix}\). I started from a real symmetric matrix and made no approximation. Did I slip somewhere, and if not, can I trust the energies of a matrix that isn't even Hermitian?

## Exact energies, projected states

The first thing to fix is what kind of object the wave operator is. I take it as a rectangular matrix \(\Omega\) from the model space to the full space, with the identity on top and the amplitudes \(X\) below. Textbooks often use a square operator on the full space that vanishes on the outer space; \(\Omega\) is its nonzero block of columns. With this choice a model vector \(v\) is exactly the model-space part of the full state \(\Omega v\).

Your matrix is right, and both of its eigenvalues, \(\pm\sqrt2\), are exact eigenvalues of \(H\). The asymmetry arises because the effective Hamiltonian acts on projections of the full eigenstates, and projections of orthogonal states need not be orthogonal.

### From the Bloch equation to the commutation condition

Write \(P\) for the model space and \(Q\) for the outer space, and split \(H\) into blocks. Define

\[
\Omega=\begin{pmatrix}1\\X\end{pmatrix},\qquad
H_{\rm eff}=H_{PP}+H_{PQ}X .
\]

The Bloch equation is \(H\Omega=\Omega H_{\rm eff}\). Its two sides are

\[
H\Omega=\begin{pmatrix}H_{\rm eff}\\H_{QP}+H_{QQ}X\end{pmatrix},\qquad
\Omega H_{\rm eff}=\begin{pmatrix}H_{\rm eff}\\XH_{\rm eff}\end{pmatrix}.
\]

The upper rows always agree, so the equation amounts to \(H_{QP}+H_{QQ}X=XH_{\rm eff}\), which is quadratic in \(X\).

Suppose \(X\) solves it and \(H_{\rm eff}v=Ev\) with \(v\neq0\). Then

\[
H\Omega v=\Omega H_{\rm eff}v=E\,\Omega v ,
\]

and \(\Omega v\neq0\), because its upper part is \(v\). The energy is therefore exact, and Hermiticity was not needed to show it.

Now let \(H\) be Hermitian. The lifted model states have the overlap matrix \(S=\Omega^\dagger\Omega=1+X^\dagger X\), and

\[
SH_{\rm eff}=\Omega^\dagger\Omega H_{\rm eff}=\Omega^\dagger H\Omega
\]

is Hermitian. Taking the adjoint gives \(H_{\rm eff}^\dagger S=SH_{\rm eff}\).

- If \(H_{\rm eff}\) is Hermitian, this reads \(H_{\rm eff}S=SH_{\rm eff}\). Subtracting \(H_{\rm eff}\) from both sides shows that \(H_{\rm eff}\) commutes with \(X^\dagger X\).
- If \(H_{\rm eff}\) commutes with \(X^\dagger X\), it commutes with \(S\), so \(H_{\rm eff}^\dagger S=H_{\rm eff}S\). For \(v\neq0\), \(v^\dagger Sv=\|v\|^2+\|Xv\|^2>0\), so \(S\) is invertible and cancels. Hence \(H_{\rm eff}^\dagger=H_{\rm eff}\).

### The three-site chain

Number the sites 0, 1, 2. The blocks are

\[
H_{PP}=\begin{pmatrix}0&1\\1&0\end{pmatrix},\quad
H_{PQ}=\begin{pmatrix}0\\1\end{pmatrix},\quad
H_{QP}=(0,1),\quad H_{QQ}=0 .
\]

With \(X=(1,0)\),

\[
H_{\rm eff}=\begin{pmatrix}0&1\\1&0\end{pmatrix}+\begin{pmatrix}0&0\\1&0\end{pmatrix}
=\begin{pmatrix}0&1\\2&0\end{pmatrix},\qquad
XH_{\rm eff}=(0,1)=H_{QP}+H_{QQ}X ,
\]

so the Bloch equation holds. The commutation condition fails:

\[
X^\dagger X\,H_{\rm eff}=\begin{pmatrix}0&1\\0&0\end{pmatrix}
\neq\begin{pmatrix}0&0\\2&0\end{pmatrix}=H_{\rm eff}\,X^\dagger X .
\]

For the energies, \(H_{\rm eff}v=Ev\) means \(v_1=Ev_0\) and \(2v_0=Ev_1\), hence \(E^2v_0=2v_0\). If \(v_0\) were zero, \(v_1\) would be zero too, so \(E^2=2\). Conversely, each root has the eigenvector \((1,E)\).

Lifting \((1,\pm\sqrt2)\) gives \((1,\pm\sqrt2,1)\), or \((\tfrac12,\pm\tfrac1{\sqrt2},\tfrac12)\) after normalisation. These two full states are orthogonal. Their normalised model-space parts, \((1,\pm\sqrt2)/\sqrt3\), have inner product \(-\tfrac13\). A Hermitian matrix with two different eigenvalues could not have such eigenvectors.

### A second solution, in numbers

The same chain has another solution, \(X=(-1,\sqrt2)\approx(-1,\,1.414)\). It gives

\[
H_{\rm eff}=\begin{pmatrix}0&1\\1-1&\sqrt2\end{pmatrix}
\approx\begin{pmatrix}0&1\\0&1.414\end{pmatrix},
\]

and \(XH_{\rm eff}=(0,\,-1+2)=(0,1)\), as required. The eigenvalues are now \(0\) and \(1.414\), again two of the three energies of \(H\). Which energies you get depends on which solution you have found.

### The Lean file

```lean
import Mathlib

open Matrix
open scoped ComplexOrder

namespace BlochHamiltonian

noncomputable section

variable {m n : Type*} [Fintype m] [DecidableEq m] [Fintype n]

/-- The wave operator: it keeps the model-space part of a state and adds the outer-space
part given by the amplitudes `X`. -/
def waveOp (X : Matrix n m ℂ) : Matrix (m ⊕ n) m ℂ := Matrix.fromRows 1 X

omit [Fintype m] [DecidableEq m] in
/-- The Bloch effective Hamiltonian: the model-space block of `H` plus the coupling to the
outer space times the amplitudes `X`. -/
def heff (H : Matrix (m ⊕ n) (m ⊕ n) ℂ) (X : Matrix n m ℂ) : Matrix m m ℂ :=
  H.toBlocks₁₁ + H.toBlocks₁₂ * X

/-- The Bloch equation: `H` acting after the wave operator equals the wave operator acting
after the effective Hamiltonian. -/
def SolvesBloch (H : Matrix (m ⊕ n) (m ⊕ n) ℂ) (X : Matrix n m ℂ) : Prop :=
  H * waveOp X = waveOp X * heff H X

/-- `E` is an eigenvalue of `M`: some nonzero vector is multiplied by `E`. -/
def IsEigenvalue {k : Type*} [Fintype k] (M : Matrix k k ℂ) (E : ℂ) : Prop :=
  ∃ v : k → ℂ, v ≠ 0 ∧ M *ᵥ v = E • v

/-- The Bloch equation is equivalent to its outer-space rows, a quadratic equation for the
amplitudes `X`. -/
theorem solvesBloch_iff (H : Matrix (m ⊕ n) (m ⊕ n) ℂ) (X : Matrix n m ℂ) :
    SolvesBloch H X ↔ H.toBlocks₂₁ + H.toBlocks₂₂ * X = X * heff H X := by
  have h1 : H * waveOp X =
      Matrix.fromRows (heff H X) (H.toBlocks₂₁ + H.toBlocks₂₂ * X) := by
    ext i j
    rcases i with i | i <;>
      simp [waveOp, heff, Matrix.mul_apply, Fintype.sum_sum_type, Matrix.toBlocks₁₁,
        Matrix.toBlocks₁₂, Matrix.toBlocks₂₁, Matrix.toBlocks₂₂, Matrix.one_apply]
  have h2 : waveOp X * heff H X = Matrix.fromRows (heff H X) (X * heff H X) := by
    rw [waveOp, Matrix.fromRows_mul, Matrix.one_mul]
  unfold SolvesBloch
  rw [h1, h2]
  constructor
  · intro e
    ext i j
    have := congrFun (congrFun e (Sum.inr i)) j
    simpa only [Matrix.fromRows_apply_inr] using this
  · intro e
    rw [e]

/-- If `X` solves the Bloch equation, the wave operator turns each eigenvector of the effective
Hamiltonian into an eigenvector of `H` with the same eigenvalue. -/
theorem lift_eigenvector {H : Matrix (m ⊕ n) (m ⊕ n) ℂ} {X : Matrix n m ℂ}
    (h : SolvesBloch H X) {v : m → ℂ} {E : ℂ} (hv : v ≠ 0) (he : heff H X *ᵥ v = E • v) :
    waveOp X *ᵥ v ≠ 0 ∧ H *ᵥ (waveOp X *ᵥ v) = E • (waveOp X *ᵥ v) := by
  have h' : H * waveOp X = waveOp X * heff H X := h
  constructor
  · -- the model-space part of the lifted vector is `v` itself
    intro h0
    apply hv
    funext i
    have := congrFun h0 (Sum.inl i)
    simpa [waveOp, Matrix.fromRows_mulVec] using this
  · rw [Matrix.mulVec_mulVec, h', ← Matrix.mulVec_mulVec, he, Matrix.mulVec_smul]

/-- The overlap matrix of the lifted model states is `1 + Xᴴ X`. -/
theorem waveOp_overlap (X : Matrix n m ℂ) : (waveOp X)ᴴ * waveOp X = 1 + Xᴴ * X := by
  rw [waveOp, Matrix.conjTranspose_fromRows_eq_fromCols_conjTranspose,
    Matrix.fromCols_mul_fromRows, Matrix.conjTranspose_one, Matrix.one_mul]

/-- For Hermitian `H` and a solution `X` of the Bloch equation, the overlap matrix times the
effective Hamiltonian is Hermitian. -/
theorem overlap_mul_heff_isHermitian {H : Matrix (m ⊕ n) (m ⊕ n) ℂ} {X : Matrix n m ℂ}
    (hH : H.IsHermitian) (h : SolvesBloch H X) :
    ((1 + Xᴴ * X) * heff H X).IsHermitian := by
  have h' : H * waveOp X = waveOp X * heff H X := h
  have e : (1 + Xᴴ * X) * heff H X = (waveOp X)ᴴ * (H * waveOp X) := by
    rw [h', ← Matrix.mul_assoc, waveOp_overlap]
  unfold Matrix.IsHermitian
  rw [e, Matrix.conjTranspose_mul, Matrix.conjTranspose_mul,
    Matrix.conjTranspose_conjTranspose, hH.eq, Matrix.mul_assoc]

/-- For Hermitian `H` and a solution `X` of the Bloch equation, the effective Hamiltonian is
Hermitian exactly when it commutes with `Xᴴ X`. -/
theorem heff_isHermitian_iff {H : Matrix (m ⊕ n) (m ⊕ n) ℂ} {X : Matrix n m ℂ}
    (hH : H.IsHermitian) (h : SolvesBloch H X) :
    (heff H X).IsHermitian ↔ (Xᴴ * X) * heff H X = heff H X * (Xᴴ * X) := by
  have hm := (overlap_mul_heff_isHermitian hH h).eq
  rw [Matrix.conjTranspose_mul, Matrix.conjTranspose_add, Matrix.conjTranspose_one,
    Matrix.conjTranspose_mul, Matrix.conjTranspose_conjTranspose] at hm
  constructor
  · intro hK
    rw [hK.eq, Matrix.mul_add, Matrix.add_mul, Matrix.mul_one, Matrix.one_mul] at hm
    exact (add_left_cancel hm).symm
  · intro hc
    -- the overlap matrix is positive definite, so it can be cancelled
    have hS : IsUnit (1 + Xᴴ * X) :=
      (Matrix.PosDef.one.add_posSemidef (Matrix.posSemidef_conjTranspose_mul_self X)).isUnit
    have e : (heff H X)ᴴ * (1 + Xᴴ * X) = heff H X * (1 + Xᴴ * X) := by
      rw [hm, Matrix.add_mul, Matrix.mul_add, Matrix.one_mul, Matrix.mul_one, hc]
    exact hS.mul_right_cancel e

/-- The three-state chain with unit nearest-neighbour coupling; the first two states form the
model space and the third is the outer space. -/
def chain : Matrix (Fin 2 ⊕ Fin 1) (Fin 2 ⊕ Fin 1) ℂ :=
  (!![0, 1, 0; 1, 0, 1; 0, 1, 0] : Matrix (Fin 3) (Fin 3) ℂ).submatrix
    (Sum.elim ![0, 1] ![2]) (Sum.elim ![0, 1] ![2])

/-- The amplitudes `X = (1, 0)`. -/
def chainX : Matrix (Fin 1) (Fin 2) ℂ := !![1, 0]

/-- The effective Hamiltonian of the chain with `X = (1, 0)` is `[[0, 1], [2, 0]]`. -/
theorem chain_heff : heff chain chainX = !![0, 1; 2, 0] := by
  ext i j
  fin_cases i <;> fin_cases j <;>
    simp [heff, chain, chainX, Matrix.toBlocks₁₁, Matrix.toBlocks₁₂, Matrix.mul_apply]
  norm_num

/-- The chain Hamiltonian is Hermitian, and `X = (1, 0)` solves its Bloch equation. -/
theorem chain_witness : chain.IsHermitian ∧ SolvesBloch chain chainX := by
  constructor
  · unfold Matrix.IsHermitian
    ext i j
    rcases i with i | i <;> rcases j with j | j <;> fin_cases i <;> fin_cases j <;>
      simp [chain]
  · rw [solvesBloch_iff, chain_heff]
    ext i j
    fin_cases i
    fin_cases j <;>
      simp [chain, chainX, Matrix.toBlocks₂₁, Matrix.toBlocks₂₂, Matrix.mul_apply,
        Fin.sum_univ_succ]

/-- The Bloch effective Hamiltonian of the chain with `X = (1, 0)` is not Hermitian; its
eigenvalues are exactly `√2` and `-√2`, and both are eigenvalues of the full Hamiltonian. -/
theorem bloch_not_hermitian_exact_spectrum :
    ¬ (heff chain chainX).IsHermitian ∧
    (∀ E : ℂ, IsEigenvalue (heff chain chainX) E ↔
      E = (Real.sqrt 2 : ℂ) ∨ E = -(Real.sqrt 2 : ℂ)) ∧
    IsEigenvalue chain (Real.sqrt 2 : ℂ) ∧ IsEigenvalue chain (-(Real.sqrt 2 : ℂ)) := by
  have hs : (Real.sqrt 2 : ℂ) ^ 2 = 2 := by
    rw [← Complex.ofReal_pow, Real.sq_sqrt (by norm_num)]
    norm_num
  have spec : ∀ E : ℂ, IsEigenvalue (heff chain chainX) E ↔
      E = (Real.sqrt 2 : ℂ) ∨ E = -(Real.sqrt 2 : ℂ) := by
    intro E
    rw [← sq_eq_sq_iff_eq_or_eq_neg, hs, chain_heff]
    constructor
    · rintro ⟨v, hv, he⟩
      have h0 : v 1 = E * v 0 := by
        simpa [Matrix.mulVec, dotProduct, Fin.sum_univ_succ] using congrFun he 0
      have h1 : 2 * v 0 = E * v 1 := by
        simpa [Matrix.mulVec, dotProduct, Fin.sum_univ_succ] using congrFun he 1
      have hv0 : v 0 ≠ 0 := by
        intro z
        apply hv
        funext i
        fin_cases i
        · simp [z]
        · simp [h0, z]
      exact mul_right_cancel₀ hv0 (by linear_combination -h1 - E * h0)
    · intro hE
      refine ⟨![1, E], fun h => by simpa using congrFun h 0, ?_⟩
      funext i
      fin_cases i
      · simp [Matrix.mulVec, dotProduct, Fin.sum_univ_succ]
      · simp [Matrix.mulVec, dotProduct, Fin.sum_univ_succ]
        linear_combination -hE
  -- every eigenvalue of the effective Hamiltonian is one of the full Hamiltonian
  have lift : ∀ E : ℂ, IsEigenvalue (heff chain chainX) E → IsEigenvalue chain E := by
    rintro E ⟨v, hv, he⟩
    exact ⟨_, lift_eigenvector chain_witness.2 hv he⟩
  refine ⟨?_, spec, lift _ ((spec _).2 (Or.inl rfl)), lift _ ((spec _).2 (Or.inr rfl))⟩
  intro h
  rw [chain_heff] at h
  have h01 := congrFun (congrFun h 0) 1
  simp [Matrix.conjTranspose_apply] at h01

end

end BlochHamiltonian
```

```lean
#print axioms BlochHamiltonian.heff_isHermitian_iff
#print axioms BlochHamiltonian.bloch_not_hermitian_exact_spectrum
```

```
'BlochHamiltonian.heff_isHermitian_iff' depends on axioms: [propext, Classical.choice, Quot.sound]
'BlochHamiltonian.bloch_not_hermitian_exact_spectrum' depends on axioms: [propext, Classical.choice, Quot.sound]
```

### The statements in words

The index types `m` and `n` label the model and outer basis states. Both are finite, and `m ⊕ n` labels the full basis. The blocks \(H_{PP}\), \(H_{PQ}\), \(H_{QP}\), \(H_{QQ}\) are `H.toBlocks₁₁`, `H.toBlocks₁₂`, `H.toBlocks₂₁` and `H.toBlocks₂₂`. The symbol `ᴴ` is the conjugate transpose, which represents the adjoint when the basis is orthonormal.

`waveOp X` is \(\Omega\), with the identity as its upper block; this choice is called intermediate normalisation. `heff H X` is defined for every `X`, whether or not it solves anything; it deserves the name effective Hamiltonian only together with `SolvesBloch H X`. `IsEigenvalue M E` asks for a nonzero vector that `M` multiplies by the complex number `E`, and says nothing about multiplicity.

`solvesBloch_iff` and `waveOp_overlap` hold for every `X`; the other general theorems assume that a solution `X` is given. None of them says that a solution exists or how to find it. Hermiticity of `H` is a hypothesis only of `overlap_mul_heff_isHermitian` and `heff_isHermitian_iff`.

`chain` is your 3×3 matrix with its indices regrouped as two plus one, and `chainX` is \((1,0)\). `chain_witness` says that the chain is Hermitian and that `chainX` solves its Bloch equation. The last theorem, `bloch_not_hermitian_exact_spectrum`, says three things: the effective Hamiltonian is not Hermitian, a complex number is an eigenvalue of it exactly when it is \(\sqrt2\) or \(-\sqrt2\), and both numbers are eigenvalues of the full chain.

### What each proof does

`solvesBloch_iff` computes both products as stacked blocks, in `h1` and `h2`. The upper blocks coincide, and reading off the rows labelled `Sum.inr` leaves the outer-space equation.

`lift_eigenvector` has two parts. If the lifted vector were zero, its `Sum.inl` entries would make `v` zero. The eigenvalue equation then follows by regrouping the products and inserting the Bloch equation, as in the one-line calculation above.

`waveOp_overlap` multiplies out \(\Omega^\dagger\Omega\). In `overlap_mul_heff_isHermitian`, the equation `e` rewrites \(SH_{\rm eff}\) as \(\Omega^\dagger H\Omega\), whose adjoint is itself by `hH.eq`.

`heff_isHermitian_iff` starts from \(H_{\rm eff}^\dagger S=SH_{\rm eff}\), stored as `hm`. In the forward direction `add_left_cancel` removes the common \(H_{\rm eff}\). In the other direction `hS` gets the invertibility of \(S\) from its positive definiteness, as the sum of the identity and the positive semidefinite \(X^\dagger X\), and `hS.mul_right_cancel` removes \(S\).

`chain_heff` checks the four entries of the effective Hamiltonian. `chain_witness` checks Hermiticity entry by entry, then uses `solvesBloch_iff` so that only the single outer row of the Bloch equation remains.

In the last theorem, `spec` first replaces the two alternatives for `E` by \(E^2=2\). The equations `h0` and `h1` are the two rows of the eigenvalue equation, `hv0` shows \(v_0\neq0\), and `linear_combination` combines the rows into \(E^2v_0=2v_0\). For the converse the proof supplies the vector `![1, E]`. The local statement `lift` carries both roots to the full chain through `lift_eigenvector`. Non-Hermiticity is read off directly from the unequal off-diagonal entries 1 and 2, without the commutation criterion.

### Diagonalising it in practice

For this one-electron, three-state model, use an eigenvalue routine for general matrices. A symmetric routine that reads only the upper triangle would see the coupling 1 and return \(\pm1\); one that reads only the lower triangle would return \(\pm2\). Averaging the off-diagonal entries gives \(\pm1.5\). None of these is an energy of your chain. If you prefer a Hermitian problem, solve \(SH_{\rm eff}v=ESv\), which here has

\[
SH_{\rm eff}=\begin{pmatrix}0&2\\2&0\end{pmatrix},\qquad
S=\begin{pmatrix}2&0\\0&1\end{pmatrix},
\]

and the same eigenvalues \(\pm\sqrt2\).
